# The noise-free BAOAB step of a harmonic oscillator has determinant equal to its friction factor

One BAOAB step of a one-dimensional harmonic oscillator of unit mass, with the noise left out, is a linear map on position and momentum: half a kick, half a drift, a friction step that multiplies the momentum by `c`, then half a drift and half a kick again. The lemma `baoab_det` says that the product of these five 2×2 matrices has determinant `c`, so one step scales signed area in phase space by the friction factor, whatever the time step `h` and frequency `w`. All three parameters are arbitrary real numbers, with no condition on their sign or size. The attempt unfolds the definitions and leaves the whole proof to a single `simp` call, which is given the product rule for determinants and the formula for a 2×2 determinant.

In Lean, a first try:

```lean
import Mathlib

open Matrix

namespace BAOABRelaxation

noncomputable section

/-- Half a kick (B) of the unit-mass oscillator of frequency `w`, acting on `(q, p)`. -/
def halfKick (h w : ℝ) : Matrix (Fin 2) (Fin 2) ℝ := !![1, 0; -(h / 2 * w ^ 2), 1]

/-- Half a drift (A): the position moves with the momentum for a time `h / 2`. -/
def halfDrift (h : ℝ) : Matrix (Fin 2) (Fin 2) ℝ := !![1, h / 2; 0, 1]

/-- The noise-free friction step (O): the momentum is multiplied by `c`. -/
def friction (c : ℝ) : Matrix (Fin 2) (Fin 2) ℝ := !![1, 0; 0, c]

/-- One noise-free BAOAB step of the harmonic oscillator. -/
def baoab (h w c : ℝ) : Matrix (Fin 2) (Fin 2) ℝ :=
  halfKick h w * halfDrift h * friction c * halfDrift h * halfKick h w

/-- The determinant of the noise-free BAOAB step is the friction factor `c`. -/
theorem baoab_det (h w c : ℝ) : (baoab h w c).det = c := by
  simp [baoab, halfKick, halfDrift, friction, Matrix.det_mul, Matrix.det_fin_two_of]

end

end BAOABRelaxation
```

Lean reports:

```
Main.lean:23:57: error: unsolved goals
h w c : ℝ
⊢ (1 + -((h / 2 + h / 2 * c) * (h / 2 * w ^ 2))) * (-(h / 2 * w ^ 2 * (h / 2)) + (-(h / 2 * w ^ 2 * (h / 2)) + 1) * c) -
      (h / 2 + h / 2 * c) *
        (-(h / 2 * w ^ 2) + -((-(h / 2 * w ^ 2 * (h / 2)) + (-(h / 2 * w ^ 2 * (h / 2)) + 1) * c) * (h / 2 * w ^ 2))) =
    c
Main.lean:24:46: warning: This simp argument is unused:
  Matrix.det_mul

Hint: Omit it from the simp argument list.
  [apply] simp [baoab, halfKick, halfDrift, friction, Matrix.det_fin_two_of]

Note: This linter can be disabled with `set_option linter.unusedSimpArgs false`
```

Cause. The error shows what `simp` left unproved: a polynomial identity in `h`, `w` and `c`. It is true, but seeing so means expanding the products and cancelling terms, which `simp` does not do in general.

The warning says that `Matrix.det_mul` was never used. `simp` simplifies the argument of a determinant before the determinant itself, so the five explicit matrices had already been multiplied into one. No product was left for the rule to split, and `Matrix.det_fin_two_of` expanded the determinant of that single matrix.

The cure is the added `ring`, which proves such polynomial identities. The other changes are tidying, since `ring` would also close the goal shown in the error. `simp only` restricts the rewriting to the listed lemmas, so `Matrix.mul_fin_two` is now named to multiply the matrices, and the unused `Matrix.det_mul` is dropped.

As a diff, the version that Lean accepts:

```diff
@@ -22,5 +22,7 @@
 /-- The determinant of the noise-free BAOAB step is the friction factor `c`. -/
 theorem baoab_det (h w c : ℝ) : (baoab h w c).det = c := by
-  simp [baoab, halfKick, halfDrift, friction, Matrix.det_mul, Matrix.det_fin_two_of]
+  simp only [baoab, halfKick, halfDrift, friction, Matrix.mul_fin_two,
+    Matrix.det_fin_two_of]
+  ring
 
 end
```
